# The secant equation and positive definiteness of partitioned BFGS updates with positive element curvature

Take two coordinates $x_0, x_1$ and an energy $f_0(x_0) + f_1(x_1 - x_0)$: particle 0 is tied to a wall and particle 1 to particle 0. Each term depends on a single internal variable, obtained from $x$ by the row matrices $U_0 = (1\;\;0)$ and $U_1 = (-1\;\;1)$. Suppose the step is $s = (1, 3)^T$. The internal steps are then $U_0 s = 1$ and $U_1 s = 2$. Let the derivatives of $f_0$ and $f_1$ with respect to their internal variables change by $y_0 = 2$ and $y_1 = 6$.

In one dimension, a BFGS update replaces any positive stiffness by the ratio of gradient change to step, here $2/1 = 2$ and $6/2 = 3$. Putting the two stiffnesses back into the full coordinates gives

$$2\,U_0^T U_0 + 3\,U_1^T U_1 = \begin{pmatrix} 5 & -3 \\ -3 & 3 \end{pmatrix}, \qquad \begin{pmatrix} 5 & -3 \\ -3 & 3 \end{pmatrix}\begin{pmatrix} 1 \\ 3 \end{pmatrix} = \begin{pmatrix} -4 \\ 6 \end{pmatrix}.$$

The full gradient change is $U_0^T y_0 + U_1^T y_1 = (2,0)^T + (-6,6)^T = (-4,6)^T$, so the assembled matrix maps the step to it. The matrix is positive definite, with determinant 6. Without the wall only $3\,U_1^T U_1$ remains, which annihilates the uniform translation $(1,1)^T$.

## The claim for any finite number of elements

Let $f(x) = \sum_i f_i(U_i x)$ be a finite sum of differentiable element functions, where $U_i$ is a real matrix. By the chain rule, a step $s$ changes the gradient of $f$ by $y = \sum_i U_i^T y_i$, where $y_i$ is the change in the gradient of $f_i$ with respect to its internal variables. Each element keeps its own Hessian approximation $B_i$, and the full approximation is $\sum_i U_i^T B_i U_i$. The partitioned update applies BFGS to each $B_i$ with the pair $(U_i s, y_i)$ and then assembles.

Assume that every $B_i$ is symmetric positive definite and that $y_i^T U_i s > 0$ for every $i$. Then the updated matrix maps $s$ to $y$, and it is symmetric positive definite if and only if $U_i v = 0$ for all $i$ forces $v = 0$.

The curvature condition says that the slope of each element function in the direction of that element's own step is larger at the end of the step than at its start. A bond stretched beyond the inflection point of its potential can violate it.

## Completing the square in one element

For a single element, write $B$, $s$, $y$ for its matrix, its internal step and its gradient change. The update is

$$B^+ = B - \frac{B s\, s^T B}{s^T B s} + \frac{y y^T}{y^T s}.$$

Since $y^T s > 0$, the step $s$ is nonzero and $s^T B s > 0$, so both denominators are positive. Applied to a vector $v$, the update gives

$$B^+ v = B v - \frac{s^T B v}{s^T B s}\, B s + \frac{y^T v}{y^T s}\, y.$$

At $v = s$ both ratios equal 1, the first two terms cancel, and $B^+ s = y$.

For definiteness, set $t = s^T B v / s^T B s$. Symmetry of $B$ gives $v^T B s = s^T B v$, so

$$v^T B^+ v = v^T B v - t\, s^T B v + \frac{(y^T v)^2}{y^T s}.$$

On the other hand,

$$(v - ts)^T B (v - ts) = v^T B v - 2t\, s^T B v + t^2 s^T B s = v^T B v - t\, s^T B v,$$

because $t\, s^T B s = s^T B v$. Hence

$$v^T B^+ v = (v - ts)^T B (v - ts) + \frac{(y^T v)^2}{y^T s}.$$

Neither term is negative. If $v \neq ts$, the first is positive. If $v = ts$ and $v \neq 0$, then $t \neq 0$ and the second equals $t^2\, y^T s > 0$. The matrix $B^+$ is symmetric since $s^T B = (Bs)^T$, so it is again symmetric positive definite.

## Adding the elements

Write $B_i^+$ for the updated element matrices. The element secant equations sum to

$$\sum_i U_i^T B_i^+ U_i s = \sum_i U_i^T y_i = y.$$

The assembled quadratic form is

$$v^T \Big(\sum_i U_i^T B_i^+ U_i\Big) v = \sum_i (U_i v)^T B_i^+ (U_i v).$$

Every summand is nonnegative and vanishes only when $U_i v = 0$. The sum is therefore zero exactly on the common kernel of the $U_i$ and positive elsewhere. The assembled matrix is symmetric because every $B_i^+$ is, which proves the equivalence.

## Matrices, elements and the update in Lean

The type `ι` labels the elements, `n` the full variables and `κ i` the internal variables of element `i`. Because `κ` depends on `i`, elements may have different sizes.

```lean
import Mathlib

open Matrix

namespace PartiallySeparableBFGS

noncomputable section

variable {m n ι : Type*} [Fintype m] [Fintype n] [Fintype ι]
variable {κ : ι → Type*} [∀ i, Fintype (κ i)]
```

Definiteness is defined for real matrices and includes symmetry. The symbol `⬝ᵥ` is the dot product and `*ᵥ` applies a matrix to a column vector.

```lean
/-- A real matrix is symmetric positive definite: it is symmetric and its quadratic form is
positive on nonzero vectors. -/
def SPD (A : Matrix m m ℝ) : Prop :=
  A.IsSymm ∧ ∀ v : m → ℝ, v ≠ 0 → 0 < v ⬝ᵥ A *ᵥ v
```

In the update, `vecMulVec a b` is the outer product $a b^T$, and `s ᵥ* B` is the row vector $s^T B$. This is the direct update, which approximates the Hessian and not its inverse.

```lean
/-- The BFGS update of the Hessian approximation `B` for the step `s` and the gradient
change `y`. -/
def bfgs (B : Matrix m m ℝ) (s y : m → ℝ) : Matrix m m ℝ :=
  B - (s ⬝ᵥ B *ᵥ s)⁻¹ • vecMulVec (B *ᵥ s) (s ᵥ* B) + (y ⬝ᵥ s)⁻¹ • vecMulVec y y
```

The next two definitions assemble matrices and gradient changes. The vectors `y i` are arbitrary data: no element functions appear, and the chain rule that identifies the sum with a gradient change belongs to the interpretation.

```lean
/-- The full Hessian approximation assembled from element matrices, `∑ Uᵢᵀ Bᵢ Uᵢ`. -/
def assemble (U : ∀ i, Matrix (κ i) n ℝ) (B : ∀ i, Matrix (κ i) (κ i) ℝ) : Matrix n n ℝ :=
  ∑ i, (U i)ᵀ * B i * U i

/-- The full gradient change assembled from element gradient changes, `∑ Uᵢᵀ yᵢ`. -/
def assembleVec (U : ∀ i, Matrix (κ i) n ℝ) (y : ∀ i, κ i → ℝ) : n → ℝ :=
  ∑ i, (U i)ᵀ *ᵥ y i
```

The partitioned update gives each element its own step `U i *ᵥ s`.

```lean
/-- The partitioned update: each element matrix is updated by BFGS with its own step `Uᵢ s`
and gradient change `yᵢ`, and the results are assembled. -/
def partitionedBFGS (U : ∀ i, Matrix (κ i) n ℝ) (B : ∀ i, Matrix (κ i) (κ i) ℝ)
    (s : n → ℝ) (y : ∀ i, κ i → ℝ) : Matrix n n ℝ :=
  assemble U fun i => bfgs (B i) (U i *ᵥ s) (y i)
```

## The element identities

The first lemma is the formula for $B^+ v$. Its auxiliary statement `outer` says that $(ab^T)v = (b^T v)\,a$; the rest distributes the product over the three terms.

```lean
/-- The action of the BFGS matrix on a vector: the old action, corrected along `B s` and
along `y`. -/
theorem bfgs_mulVec (B : Matrix m m ℝ) (s y v : m → ℝ) :
    bfgs B s y *ᵥ v = B *ᵥ v - ((s ⬝ᵥ B *ᵥ v) / (s ⬝ᵥ B *ᵥ s)) • (B *ᵥ s)
      + ((y ⬝ᵥ v) / (y ⬝ᵥ s)) • y := by
  have outer : ∀ a b : m → ℝ, vecMulVec a b *ᵥ v = (b ⬝ᵥ v) • a := by
    intro a b
    ext i
    simp only [Matrix.mulVec, dotProduct, vecMulVec_apply, Pi.smul_apply, smul_eq_mul,
      Finset.sum_mul]
    exact Finset.sum_congr rfl fun j _ => by ring
  rw [bfgs, Matrix.add_mulVec, Matrix.sub_mulVec, Matrix.smul_mulVec, Matrix.smul_mulVec,
    outer, outer, ← Matrix.dotProduct_mulVec, smul_smul, smul_smul, div_eq_inv_mul,
    div_eq_inv_mul]
```

The second lemma completes the square. It is stated for symmetric $B$ with $s^T B s \neq 0$; positive definiteness is not assumed. The proof names the ratio `t`, keeps the relation $t\, s^T B s = s^T B v$ as `ht`, and expands both sides. They differ by a multiple of that relation, which `linear_combination (-t) * ht` supplies.

```lean
/-- Completing the square: the updated quadratic form is the old form at a vector shifted along `s`,
plus the term `(yᵀ v)² / (yᵀ s)`. -/
theorem bfgs_quadratic {B : Matrix m m ℝ} (hB : B.IsSymm) {s : m → ℝ}
    (hs : s ⬝ᵥ B *ᵥ s ≠ 0) (y v : m → ℝ) :
    v ⬝ᵥ bfgs B s y *ᵥ v =
      (v - ((s ⬝ᵥ B *ᵥ v) / (s ⬝ᵥ B *ᵥ s)) • s) ⬝ᵥ
        B *ᵥ (v - ((s ⬝ᵥ B *ᵥ v) / (s ⬝ᵥ B *ᵥ s)) • s) + (y ⬝ᵥ v) ^ 2 / (y ⬝ᵥ s) := by
  have hsym : v ⬝ᵥ B *ᵥ s = s ⬝ᵥ B *ᵥ v := by
    rw [Matrix.dotProduct_mulVec, ← Matrix.mulVec_transpose, hB.eq, dotProduct_comm]
  have ht := div_mul_cancel₀ (s ⬝ᵥ B *ᵥ v) hs
  rw [bfgs_mulVec]
  generalize (s ⬝ᵥ B *ᵥ v) / (s ⬝ᵥ B *ᵥ s) = t at ht ⊢
  simp only [Matrix.mulVec_sub, Matrix.mulVec_smul, dotProduct_add, dotProduct_sub,
    sub_dotProduct, dotProduct_smul, smul_dotProduct, smul_eq_mul, hsym, dotProduct_comm v y]
  linear_combination (-t) * ht
```

## The assembled form and the common kernel

The assembled matrix acts element by element, and its quadratic form is the sum of the element forms. The second statement follows from the first by moving $U_i^T$ across the dot product.

```lean
/-- The assembled matrix acts by restricting to each element, applying the element matrix,
and summing the results back. -/
theorem assemble_mulVec (U : ∀ i, Matrix (κ i) n ℝ) (B : ∀ i, Matrix (κ i) (κ i) ℝ)
    (v : n → ℝ) : assemble U B *ᵥ v = ∑ i, (U i)ᵀ *ᵥ (B i *ᵥ (U i *ᵥ v)) := by
  classical
  have h : ∀ t : Finset ι, (∑ i ∈ t, (U i)ᵀ * B i * U i) *ᵥ v
      = ∑ i ∈ t, ((U i)ᵀ * B i * U i) *ᵥ v := by
    intro t
    induction t using Finset.induction_on with
    | empty => simp
    | insert a t ha ih =>
      rw [Finset.sum_insert ha, Finset.sum_insert ha, Matrix.add_mulVec, ih]
  rw [assemble, h]
  simp only [Matrix.mulVec_mulVec, Matrix.mul_assoc]

/-- The assembled quadratic form is the sum of the element quadratic forms. -/
theorem assemble_quadratic (U : ∀ i, Matrix (κ i) n ℝ) (B : ∀ i, Matrix (κ i) (κ i) ℝ)
    (v : n → ℝ) :
    v ⬝ᵥ assemble U B *ᵥ v = ∑ i, (U i *ᵥ v) ⬝ᵥ B i *ᵥ (U i *ᵥ v) := by
  rw [assemble_mulVec, dotProduct_sum]
  refine Finset.sum_congr rfl fun i _ => ?_
  rw [Matrix.dotProduct_mulVec v, Matrix.vecMul_transpose]
```

The definiteness criterion holds for any symmetric positive definite element matrices, updated or not. In the forward direction, a nonzero vector invisible to all elements would have quadratic form zero, a contradiction. In the reverse direction, some element sees $v$ and contributes a positive amount, while the others contribute nothing negative; `Finset.sum_pos'` draws the conclusion.

```lean
/-- For symmetric positive definite element matrices, the assembled matrix is symmetric
positive definite exactly when only the zero vector is invisible to all elements. -/
theorem assemble_spd_iff (U : ∀ i, Matrix (κ i) n ℝ) {B : ∀ i, Matrix (κ i) (κ i) ℝ}
    (hB : ∀ i, SPD (B i)) :
    SPD (assemble U B) ↔ ∀ v : n → ℝ, (∀ i, U i *ᵥ v = 0) → v = 0 := by
  constructor
  · intro h v hk
    by_contra hv
    have hpos := h.2 v hv
    rw [assemble_quadratic] at hpos
    simp [hk] at hpos
  · intro hk
    refine ⟨?_, fun v hv => ?_⟩
    · change (assemble U B)ᵀ = assemble U B
      rw [assemble, Matrix.transpose_sum]
      refine Finset.sum_congr rfl fun i _ => ?_
      simp only [Matrix.transpose_mul, Matrix.transpose_transpose, (hB i).1.eq,
        Matrix.mul_assoc]
    · -- some element sees `v`, and no element contributes negatively
      obtain ⟨i, hi⟩ : ∃ i, U i *ᵥ v ≠ 0 := by
        by_contra hne
        exact hv (hk v fun i => not_not.mp fun h => hne ⟨i, h⟩)
      rw [assemble_quadratic]
      refine Finset.sum_pos' (fun j _ => ?_) ⟨i, Finset.mem_univ i, (hB i).2 _ hi⟩
      by_cases hj : U j *ᵥ v = 0
      · simp [hj]
      · exact ((hB j).2 _ hj).le
```

## The secant equation and the definiteness criterion together

The hypotheses `hB` and `hy` are the definiteness of the old element matrices and the positive curvature in each element. The conclusion joins the secant equation to the equivalence.

The proof first notes that `hy` rules out $U_i s = 0$, so every $s^T U_i^T B_i U_i s$ is positive. The secant equation then follows summand by summand, with both ratios equal to 1. For the equivalence, the criterion above is applied to the updated element matrices. Their symmetry is checked entry by entry, and their positivity uses the completed square with the same two cases as the derivation by hand: `hw` decides whether $v$ equals $t\,U_i s$.

```lean
/-- With symmetric positive definite element matrices and positive curvature in every element, the
partitioned BFGS matrix maps the step to the full gradient change, and it is symmetric positive
definite exactly when the element maps have trivial common kernel. -/
theorem partitionedBFGS_secant_and_spd_iff (U : ∀ i, Matrix (κ i) n ℝ)
    {B : ∀ i, Matrix (κ i) (κ i) ℝ} (hB : ∀ i, SPD (B i)) (s : n → ℝ) (y : ∀ i, κ i → ℝ)
    (hy : ∀ i, 0 < y i ⬝ᵥ (U i *ᵥ s)) :
    partitionedBFGS U B s y *ᵥ s = assembleVec U y ∧
      (SPD (partitionedBFGS U B s y) ↔ ∀ v : n → ℝ, (∀ i, U i *ᵥ v = 0) → v = 0) := by
  -- positive curvature forces every element step to be nonzero
  have hs : ∀ i, 0 < (U i *ᵥ s) ⬝ᵥ B i *ᵥ (U i *ᵥ s) := by
    intro i
    refine (hB i).2 _ fun h0 => ?_
    have h := hy i
    simp [h0] at h
  constructor
  · rw [partitionedBFGS, assemble_mulVec, assembleVec]
    refine Finset.sum_congr rfl fun i _ => ?_
    rw [bfgs_mulVec, div_self (hs i).ne', div_self (hy i).ne', one_smul, one_smul, sub_self,
      zero_add]
  · refine assemble_spd_iff U fun i => ⟨?_, fun v hv => ?_⟩
    · have h : (U i *ᵥ s) ᵥ* B i = B i *ᵥ (U i *ᵥ s) := by
        rw [← Matrix.mulVec_transpose, (hB i).1.eq]
      refine Matrix.IsSymm.ext fun a b => ?_
      simp only [bfgs, h, Matrix.add_apply, Matrix.sub_apply, Matrix.smul_apply,
        vecMulVec_apply, smul_eq_mul, (hB i).1.apply a b]
      ring
    · rw [bfgs_quadratic (hB i).1 (hs i).ne']
      generalize ((U i *ᵥ s) ⬝ᵥ B i *ᵥ v) / ((U i *ᵥ s) ⬝ᵥ B i *ᵥ (U i *ᵥ s)) = t
      by_cases hw : v - t • (U i *ᵥ s) = 0
      · -- `v` is parallel to the element step, so the curvature term is positive
        have hvt : v = t • (U i *ᵥ s) := sub_eq_zero.mp hw
        have ht : t ≠ 0 := fun h0 => hv (by rw [hvt, h0, zero_smul])
        have hyv : y i ⬝ᵥ v ≠ 0 := by
          rw [hvt, dotProduct_smul, smul_eq_mul]
          exact mul_ne_zero ht (hy i).ne'
        rw [hw, zero_dotProduct, zero_add]
        exact div_pos (pow_pos (abs_pos.mpr hyv) 2 |>.trans_eq (sq_abs _)) (hy i)
      · exact add_pos_of_pos_of_nonneg ((hB i).2 _ hw) (div_nonneg (sq_nonneg _) (hy i).le)
```

For a geometry optimisation whose energy is a finite sum of terms in linear combinations of the coordinates, this means that curvature information can be kept term by term. If every term has positive curvature along the step, the assembled matrix satisfies the secant equation and the element matrices stay positive definite for the next update. If the terms depend only on coordinate differences, uniform translations lie in the common kernel and the matrix is singular. Bond lengths and angles in space are nonlinear in the Cartesian coordinates and do not themselves have the form $U_i x$.

The theorem does not cover a step that leaves some element's internal variables unchanged, since `hy` then fails. It also says nothing about convergence or the choice of step length.

## Zeros that survive the update

The $(j,k)$ entry of one element's contribution is $\sum_{a,b} (U_i)_{aj} (B_i^+)_{ab} (U_i)_{bk}$. It vanishes if column $j$ or column $k$ of $U_i$ is zero, that is, if the element ignores one of the two variables. When this holds for every element, the assembled entry is zero. No definiteness or curvature assumption is needed.

```lean
/-- If no element depends on both variables `j` and `k`, the `(j, k)` entry of the partitioned
BFGS matrix is zero. -/
theorem partitionedBFGS_sparsity (U : ∀ i, Matrix (κ i) n ℝ) (B : ∀ i, Matrix (κ i) (κ i) ℝ)
    (s : n → ℝ) (y : ∀ i, κ i → ℝ) (j k : n)
    (h : ∀ i, (∀ a, U i a j = 0) ∨ (∀ a, U i a k = 0)) :
    partitionedBFGS U B s y j k = 0 := by
  rw [partitionedBFGS, assemble, Matrix.sum_apply]
  refine Finset.sum_eq_zero fun i _ => ?_
  rcases h i with h | h
  · rw [Matrix.mul_assoc, Matrix.mul_apply]
    simp [h]
  · rw [Matrix.mul_apply]
    simp [h]
```

## Positive total curvature with an indefinite update

The curvature condition cannot be weakened to $y^T s > 0$. Take two elements, each reading one coordinate, so $U_0 = (1\;\;0)$ and $U_1 = (0\;\;1)$.

```lean
/-- The element map that reads off the single coordinate `i` of a two-variable problem. -/
def coordElement (i : Fin 2) : Matrix (Fin 1) (Fin 2) ℝ :=
  Matrix.of fun _ j => if j = i then 1 else 0
```

Let both element matrices be 1, let $s = (1,1)^T$, and let $y_0 = 2$, $y_1 = -1$. The common kernel is trivial and the total curvature is $y^T s = 2 - 1 = 1 > 0$. The one-dimensional updates are $2$ and $-1$, so the assembled matrix is

$$\begin{pmatrix} 2 & 0 \\ 0 & -1 \end{pmatrix},$$

which has negative curvature along $(0,1)^T$. A single BFGS update of the full $2 \times 2$ unit matrix with the same $s$ and $y$ would stay positive definite, by the completed square. A line search that secures only $y^T s > 0$ therefore protects the full update but not the partitioned one.

The Lean proof evaluates the quadratic form at `![0, 1]` and finds that it is not positive.

```lean
/-- Positive total curvature is not enough: for two coordinate elements with unit matrices, step
`(1, 1)` and element gradient changes `2` and `-1`, the common kernel is trivial and the total
curvature is positive, but the partitioned BFGS matrix is not symmetric positive definite. -/
theorem total_curvature_not_sufficient :
    (∀ v : Fin 2 → ℝ, (∀ i, coordElement i *ᵥ v = 0) → v = 0) ∧
    0 < assembleVec coordElement (fun i _ => ![2, -1] i) ⬝ᵥ ![1, 1] ∧
    ¬ SPD (partitionedBFGS coordElement (fun _ => 1) ![1, 1] (fun i _ => ![2, -1] i)) := by
  have hU : ∀ (i : Fin 2) (v : Fin 2 → ℝ), coordElement i *ᵥ v = fun _ => v i := by
    intro i v
    ext a
    simp [coordElement, Matrix.mulVec, dotProduct]
  refine ⟨fun v h => ?_, ?_, fun h => ?_⟩
  · ext i
    have hi := congrFun (h i) 0
    rw [hU] at hi
    exact hi
  · norm_num [assembleVec, coordElement, Matrix.mulVec, dotProduct, Fin.sum_univ_succ]
  · -- the second coordinate direction has negative curvature
    have hne : (![0, 1] : Fin 2 → ℝ) ≠ 0 := by
      intro h0
      have h1 := congrFun h0 1
      norm_num at h1
    have hpos := h.2 _ hne
    rw [partitionedBFGS, assemble_quadratic] at hpos
    simp only [bfgs_mulVec, hU, Matrix.one_mulVec] at hpos
    norm_num [dotProduct, Fin.sum_univ_succ] at hpos

end

end PartiallySeparableBFGS
```

```lean
#print axioms PartiallySeparableBFGS.partitionedBFGS_secant_and_spd_iff
-- 'PartiallySeparableBFGS.partitionedBFGS_secant_and_spd_iff' depends on axioms: [propext, Classical.choice, Quot.sound]
#print axioms PartiallySeparableBFGS.partitionedBFGS_sparsity
-- 'PartiallySeparableBFGS.partitionedBFGS_sparsity' depends on axioms: [propext, Classical.choice, Quot.sound]
#print axioms PartiallySeparableBFGS.total_curvature_not_sufficient
-- 'PartiallySeparableBFGS.total_curvature_not_sufficient' depends on axioms: [propext, Classical.choice, Quot.sound]
```
